# Large components of orthonormal states are orthonormal only if the small components vanish

A Dirac calculation in a finite orthonormal basis returns positive-energy states, each with a large and a small component. A two-component code wants to work with the large components alone. The full states are orthonormal; are their large components orthonormal too?

Let L be the square matrix whose columns are the large components, one column per state. Let X be the matrix that produces the small components from the large ones, so that the full states are the columns of (L; XL), with L stacked on XL. If these columns are orthonormal, then

L†(1 + X†X)L = 1,

and L is unitary if and only if X = 0.

## The metric 1 + X†X in two-component codes

Exact two-component schemes rely on this identity when they renormalise. In a finite orthonormal basis, the columns of φ = (1 + X†X)^(1/2) L are orthonormal, whereas those of L are not unless X = 0. In a kinetically balanced basis, where each large function χ is paired with the small function σ·p χ/(2c), the metric in atomic units becomes S + X†TX/(2c²). Here σ is the vector of Pauli matrices, p the momentum operator, c the speed of light, and S and T are the overlap and kinetic-energy matrices of the large functions. The square root and this second metric are background; the Lean theorems concern 1 + X†X alone.

## Norm shared between large and small components

The overlap matrix of the full states is the sum of two parts:

(L; XL)†(L; XL) = L†L + (XL)†(XL) = L†(1 + X†X)L.

For orthonormal states this equals 1. L therefore has a left inverse and, being square, is invertible. Moving L to the other side gives

L L†(1 + X†X) = 1.

If L is unitary, L†L = 1 leaves (XL)†(XL) = 0. The diagonal entries are the squared norms of the columns of XL, so XL = 0, and X = XLL† = 0. Conversely, X = 0 leaves L†L = 1.

A nonzero X need not make different large components overlap; it may only shorten them. They stay mutually orthogonal exactly when every column of L is an eigenvector of X†X:

- Suppose G = L†L is diagonal. Since G is invertible, its diagonal entries g_j are nonzero. Put d_j = 1/g_j − 1 and D = diag(d_j). Then L†X†XL = 1 − G = GD = L†LD, and cancelling L† gives X†XL = LD.
- Suppose X†XL = LD. Then G(1 + D) = 1, or G_ij(1 + d_j) = δ_ij. The case i = j shows 1 + d_j ≠ 0, so G_ij = 0 for i ≠ j.

## Three levels with a large-component overlap of 4/9

Take H = C diag(1, 2, −10) Cᵀ, where C has the orthonormal columns (1, 2, 2)/3, (2, 1, −2)/3 and (2, −2, 1)/3. Since CᵀC = 1, HC = C diag(1, 2, −10), so the columns are eigenvectors. Count the first two entries as large and the third as small. The two positive-energy states have large parts (1/3, 2/3) and (2/3, 1/3), and X = (−2, 2) gives their small parts 2/3 and −2/3. The large parts overlap by

(1/3)(2/3) + (2/3)(1/3) = 4/9,

which the small parts cancel with −4/9. Each large part has squared norm 5/9, so after normalisation the overlap is 4/5. The numbers are chosen for easy arithmetic and are not typical of a Dirac calculation: the state at −10 has 8/9 of its squared norm in the large entries, whereas the negative-energy states of a free Dirac electron lie mainly in the small components.

## Matrices, states and orthonormality in Lean

The field `𝕜` is ℝ or ℂ, and `ᴴ` is the adjoint. The finite types `n` and `m` label the large and small basis functions; `n` also labels the states, which makes `L` square, while `X` may be rectangular. `states L X` is the stacked matrix. The hypothesis `h` says that its columns are orthonormal in the standard inner product, which gives the overlaps of the states when the basis functions are orthonormal. The comments call `X` a coupling; it relates components of states and is not an off-diagonal block of the Hamiltonian.

`large_unitary_iff` is the main equivalence. In `large_orthogonal_iff`, the function `d` holds the eigenvalues of X†X. The `model` definitions and theorems give the three-level example, and `model_states_witness` confirms that it satisfies `h`.

```lean
import Mathlib

open Matrix
open scoped ComplexOrder

namespace LargeComponentOverlap

noncomputable section

variable {𝕜 n m : Type*} [RCLike 𝕜] [Fintype n] [DecidableEq n] [Fintype m]

/-- The states with large components `L` and small components `X L`, one state per column. -/
def states (L : Matrix n n 𝕜) (X : Matrix m n 𝕜) : Matrix (n ⊕ m) n 𝕜 :=
  fromRows L (X * L)

omit [DecidableEq n] in
/-- The overlap matrix of the full states is the overlap matrix of their large components
plus that of their small components. -/
theorem overlap_eq_large_add_small (L : Matrix n n 𝕜) (X : Matrix m n 𝕜) :
    (states L X)ᴴ * states L X = Lᴴ * L + (X * L)ᴴ * (X * L) := by
  ext i j
  rw [Matrix.add_apply, Matrix.mul_apply, Matrix.mul_apply, Matrix.mul_apply,
    Fintype.sum_sum_type]
  rfl

/-- The overlap matrix of the full states is the overlap of the large components taken
with the metric `1 + X†X`. -/
theorem overlap_eq_metric (L : Matrix n n 𝕜) (X : Matrix m n 𝕜) :
    (states L X)ᴴ * states L X = Lᴴ * (1 + Xᴴ * X) * L := by
  rw [overlap_eq_large_add_small, conjTranspose_mul]
  simp only [Matrix.mul_add, Matrix.add_mul, Matrix.mul_one, Matrix.mul_assoc]

/-- If the full states are orthonormal, then `L L†` is the inverse of the metric
`1 + X†X`. -/
theorem large_mul_adjoint_mul_metric (L : Matrix n n 𝕜) (X : Matrix m n 𝕜)
    (h : (states L X)ᴴ * states L X = 1) :
    L * Lᴴ * (1 + Xᴴ * X) = 1 := by
  rw [overlap_eq_metric] at h
  rw [Matrix.mul_assoc]
  exact mul_eq_one_comm.mp h

/-- For orthonormal full states, the matrix of large components is unitary if and only if
the coupling `X` to the small components vanishes. -/
theorem large_unitary_iff (L : Matrix n n 𝕜) (X : Matrix m n 𝕜)
    (h : (states L X)ᴴ * states L X = 1) :
    L ∈ unitaryGroup n 𝕜 ↔ X = 0 := by
  rw [mem_unitaryGroup_iff', star_eq_conjTranspose]
  rw [overlap_eq_large_add_small] at h
  constructor
  · intro hU
    rw [hU] at h
    -- no norm is left for the small components
    have h0 : (X * L)ᴴ * (X * L) = 0 := add_left_cancel (h.trans (add_zero 1).symm)
    have hXL : X * L = 0 := conjTranspose_mul_self_eq_zero.mp h0
    have hL : L * Lᴴ = 1 := mul_eq_one_comm.mp hU
    calc X = X * L * Lᴴ := by rw [Matrix.mul_assoc, hL, Matrix.mul_one]
      _ = 0 := by rw [hXL, Matrix.zero_mul]
  · intro hX
    rw [hX, Matrix.zero_mul, Matrix.mul_zero, add_zero] at h
    exact h

/-- For orthonormal full states, the large components of different states are mutually
orthogonal if and only if each column of `L` is an eigenvector of `X†X`. -/
theorem large_orthogonal_iff (L : Matrix n n 𝕜) (X : Matrix m n 𝕜)
    (h : (states L X)ᴴ * states L X = 1) :
    (∀ i j, i ≠ j → (Lᴴ * L) i j = 0) ↔
      ∃ d : n → 𝕜, Xᴴ * X * L = L * diagonal d := by
  rw [overlap_eq_metric] at h
  have hs : Lᴴ * L + Lᴴ * (Xᴴ * X * L) = 1 := by
    rw [← h]
    simp only [Matrix.mul_add, Matrix.add_mul, Matrix.mul_one, Matrix.mul_assoc]
  constructor
  · intro ho
    obtain ⟨M, hML⟩ : ∃ M : Matrix n n 𝕜, M * L = 1 := ⟨_, h⟩
    have hLM : L * M = 1 := mul_eq_one_comm.mp hML
    have hc : Mᴴ * Lᴴ = 1 := by rw [← conjTranspose_mul, hLM, conjTranspose_one]
    -- the inverse of the large-component overlap matrix is M M†
    have hGW : Lᴴ * L * (M * Mᴴ) = 1 := by
      calc Lᴴ * L * (M * Mᴴ) = Lᴴ * (L * M) * Mᴴ := by simp only [Matrix.mul_assoc]
        _ = (M * L)ᴴ := by rw [hLM, Matrix.mul_one, conjTranspose_mul]
        _ = 1 := by rw [hML, conjTranspose_one]
    have hjj : ∀ j, (Lᴴ * L) j j * (M * Mᴴ) j j = 1 := by
      intro j
      have e : (Lᴴ * L * (M * Mᴴ)) j j = (Lᴴ * L) j j * (M * Mᴴ) j j := by
        rw [Matrix.mul_apply]
        exact Finset.sum_eq_single j
          (fun k _ hk => by rw [ho j k hk.symm, zero_mul])
          (fun hj => absurd (Finset.mem_univ j) hj)
      rw [← e, hGW, one_apply_eq]
    have h1 : Lᴴ * (Xᴴ * X * L) = 1 - Lᴴ * L := by
      rw [← hs, add_sub_cancel_left]
    have h2 : Lᴴ * L * diagonal (fun j => (M * Mᴴ) j j - 1) = 1 - Lᴴ * L := by
      ext i j
      rw [Matrix.mul_diagonal, Matrix.sub_apply]
      by_cases hij : i = j
      · subst hij
        rw [one_apply_eq]
        linear_combination hjj i
      · rw [ho i j hij, one_apply_ne hij, zero_mul, sub_zero]
    -- cancel the invertible factor L† on the left
    have cancel : ∀ A B : Matrix n n 𝕜, Lᴴ * A = Lᴴ * B → A = B := by
      intro A B hAB
      calc A = Mᴴ * (Lᴴ * A) := by rw [← Matrix.mul_assoc, hc, Matrix.one_mul]
        _ = Mᴴ * (Lᴴ * B) := by rw [hAB]
        _ = B := by rw [← Matrix.mul_assoc, hc, Matrix.one_mul]
    refine ⟨fun j => (M * Mᴴ) j j - 1, cancel _ _ ?_⟩
    rw [h1, ← Matrix.mul_assoc, h2]
  · rintro ⟨d, hd⟩ i j hij
    rw [hd, ← Matrix.mul_assoc] at hs
    have e : ∀ a b, (Lᴴ * L) a b * (1 + d b) = (1 : Matrix n n 𝕜) a b := by
      intro a b
      have hab := congrFun (congrFun hs a) b
      rw [Matrix.add_apply, Matrix.mul_diagonal] at hab
      linear_combination hab
    have hj : 1 + d j ≠ 0 := by
      intro h0
      have hd1 := e j j
      rw [h0, mul_zero, one_apply_eq] at hd1
      exact zero_ne_one hd1
    have hoff := e i j
    rw [one_apply_ne hij] at hoff
    exact (mul_eq_zero.mp hoff).resolve_right hj

/-- The eigenvector matrix of a three-level model with two large components and one small. -/
def modelC : Matrix (Fin 3) (Fin 3) ℝ :=
  !![1/3, 2/3, 2/3; 2/3, 1/3, -2/3; 2/3, -2/3, 1/3]

/-- The model Hamiltonian `C diag(1, 2, -10) Cᵀ`. -/
def modelH : Matrix (Fin 3) (Fin 3) ℝ :=
  modelC * diagonal ![1, 2, -10] * modelCᵀ

/-- The large components of the two positive-energy states of the model. -/
def modelL : Matrix (Fin 2) (Fin 2) ℝ := !![1/3, 2/3; 2/3, 1/3]

/-- The coupling of the small component to the large components in the model. -/
def modelX : Matrix (Fin 1) (Fin 2) ℝ := !![-2, 2]

/-- The columns of `C` are orthonormal eigenvectors of the model Hamiltonian with
energies 1, 2 and -10. -/
theorem model_eigenvectors :
    modelCᵀ * modelC = 1 ∧ modelH * modelC = modelC * diagonal ![1, 2, -10] := by
  have hC : modelCᵀ * modelC = 1 := by
    ext i j
    fin_cases i <;> fin_cases j <;>
      simp [modelC, Matrix.mul_apply, Fin.sum_univ_succ] <;> norm_num
  refine ⟨hC, ?_⟩
  rw [modelH, Matrix.mul_assoc, hC, Matrix.mul_one]

/-- The first two columns of `C` have large components `L` and small components `X L`,
and these two states are orthonormal. -/
theorem model_states_witness :
    modelC.submatrix ![0, 1] ![0, 1] = modelL ∧
      modelC.submatrix ![2] ![0, 1] = modelX * modelL ∧
      (states modelL modelX)ᴴ * states modelL modelX = 1 := by
  refine ⟨?_, ?_, ?_⟩
  · ext i j
    fin_cases i <;> fin_cases j <;> simp [modelC, modelL]
  · ext i j
    fin_cases i
    fin_cases j
    all_goals simp [modelC, modelL, modelX, Matrix.mul_apply, Fin.sum_univ_succ]
    all_goals norm_num
  · rw [overlap_eq_large_add_small]
    ext i j
    fin_cases i <;> fin_cases j <;>
      simp [modelL, modelX, Matrix.mul_apply, Fin.sum_univ_succ] <;> norm_num

/-- The large components of the two positive-energy states of the model overlap by 4/9. -/
theorem model_large_overlap : (modelLᴴ * modelL) 0 1 = 4 / 9 := by
  simp [modelL, Matrix.mul_apply, Fin.sum_univ_succ]
  norm_num

end

end LargeComponentOverlap
```

```lean
#print axioms LargeComponentOverlap.large_mul_adjoint_mul_metric
#print axioms LargeComponentOverlap.large_orthogonal_iff
#print axioms LargeComponentOverlap.model_eigenvectors
#print axioms LargeComponentOverlap.model_large_overlap
```

```
'LargeComponentOverlap.large_mul_adjoint_mul_metric' depends on axioms: [propext, Classical.choice, Quot.sound]
'LargeComponentOverlap.large_orthogonal_iff' depends on axioms: [propext, Classical.choice, Quot.sound]
'LargeComponentOverlap.model_eigenvectors' depends on axioms: [propext, Classical.choice, Quot.sound]
'LargeComponentOverlap.model_large_overlap' depends on axioms: [propext, Classical.choice, Quot.sound]
```

## From a left inverse to a right inverse

`overlap_eq_large_add_small` splits the sum over all components into its large and small parts, and `overlap_eq_metric` factors the result. In `large_unitary_iff`, `conjTranspose_mul_self_eq_zero` is the step from zero norms to XL = 0.

The invertibility of L comes from `mul_eq_one_comm`: for square matrices, AB = 1 if and only if BA = 1. Applied to `h`, with L†(1 + X†X) as the left factor, it yields `large_mul_adjoint_mul_metric` with no separate assumption on L. Squareness matters here: the stacked matrix V = (L; XL) satisfies V†V = 1, but VV† ≠ 1 as soon as there is a small basis function.

In `large_orthogonal_iff`, `M` is the inverse of L, and the diagonal of MM† supplies 1/g_j. The local result `cancel` removes L†. The converse reads the matrix equation entry by entry, with `linear_combination` doing the algebra. The model theorems check matrix entries by `fin_cases`, `simp` and `norm_num`.

## Normalised states, and the step from a Dirac matrix

Orthogonality of the full states, even with equal norms, is not enough for the main equivalence. Take L and X both equal to the 2×2 identity. The full states (1, 0, 1, 0) and (0, 1, 0, 1) are orthogonal with norm √2, and L is unitary although X ≠ 0. Dividing both states by √2 restores the hypothesis: L becomes 1/√2 times the identity, which is not unitary, although its columns are still orthogonal.

The theorems guarantee the algebra for any finite matrices satisfying `h`. The general ones contain no Hamiltonian. To apply them to a Dirac matrix, one must establish separately that its positive-energy eigenvectors have the form (L; XL), with as many states as large basis functions. The three-level H shows this form in one case; it is not a discretised Dirac operator, and its energies are chosen numbers. The results give no estimate of the size of X in an atom or molecule, and no bound on rounding errors.
